# In small-polaron hopping, temperature times the exponent tends to half the polaron shift at high temperature

Take a small polaron that hops between two equivalent sites, each coupled linearly to its own phonon mode with Huang–Rhys factor $S>0$ and frequency $w>0$. At temperature $T>0$ the usual formula for the thermally activated rate, of second order in the transfer integral between the sites, contains a factor $e^{-\Phi}$, whose exponent $\Phi$ is

$$2S\left(\coth\frac{w}{2T}-\frac{1}{\sinh(w/2T)}\right)=2S\tanh\frac{w}{4T}\le\frac{Sw}{2T},$$

and its product with $T$ tends to $Sw/2$ as $T$ grows, in units where $\hbar=k_B=1$. That limit is the activation energy, half the polaron shift $Sw$. I know this as a quick expansion at small $w/T$, but I would like to see the identity, the bound and the limit proved properly and checked by machine. Does the same hold when each site has several modes?

## Half-angle identity, Arrhenius bound and high-temperature limit

Yes. All three statements hold for any finite set of modes $q$ on each site, the same for both sites, with $S_q\ge 0$ and $w_q>0$, and the Lean file below proves them. Write

$$\Phi(T)=\sum_q 2S_q\left(\frac{\cosh(w_q/2T)}{\sinh(w_q/2T)}-\frac{1}{\sinh(w_q/2T)}\right),\qquad E_a=\frac12\sum_q S_qw_q .$$

The thermal factor in the hopping rate is $e^{-\Phi(T)}$, and $\sum_q S_qw_q$ is the polaron shift, the energy gained when the lattice relaxes around the carrier.

**The tanh form.** Fix a mode and set $y=w_q/(4T)>0$, so that $w_q/(2T)=2y$. Since $\cosh 2y-1=2\sinh^2y$ and $\sinh 2y=2\sinh y\cosh y$,

$$\frac{\cosh 2y-1}{\sinh 2y}=\frac{2\sinh^2 y}{2\sinh y\cosh y}=\tanh y .$$

Summing over modes gives $\Phi(T)=\sum_q 2S_q\tanh(w_q/4T)$.

**Two bounds on tanh.** For $y>0$,

$$\frac{y}{\cosh y}<\tanh y<y .$$

The left inequality is $y<\sinh y$ divided by $\cosh y$. For the right one, let $f(y)=y\cosh y-\sinh y$. Then $f(0)=0$ and $f'(y)=y\sinh y>0$ for $y>0$, so $f(y)>0$, which means $\sinh y<y\cosh y$.

**The bound on the exponent.** Because $S_q\ge0$, the upper bound gives

$$2S_q\tanh\frac{w_q}{4T}\le 2S_q\,\frac{w_q}{4T}=\frac{S_qw_q}{2T},$$

and the sum over modes is $\Phi(T)\le E_a/T$. Hence $e^{-E_a/T}\le e^{-\Phi(T)}$: the Arrhenius factor never exceeds the thermal hopping factor.

**High temperature.** Put $a=w_q/4$ and $y=a/T$ in the two bounds and multiply by $T$:

$$\frac{a}{\cosh(a/T)}<T\tanh\frac aT<a .$$

As $T\to\infty$, $\cosh(a/T)\to1$, so the middle term tends to $a$. Each mode therefore contributes $2S_q\,w_q/4=S_qw_q/2$ to the limit of $T\,\Phi(T)$, and the total is $E_a$.

**Low temperature.** At the other end, $\Phi(T)\to2\sum_qS_q$ as $T\to0^+$. This follows from $1-e^{-y}\le\tanh y\le1$. Multiplied by $\cosh y$, the left inequality becomes $\cosh y-\sinh y\le e^{-y}\cosh y$; the left side equals $e^{-y}$, and $\cosh y\ge1$. So the exponent levels off, whereas $E_a/T$ diverges as soon as one $S_q$ is positive. This limit is a property of the formula for $\Phi$, not of the actual hopping rate near $T=0$: the formula comes from a saddle-point evaluation of the rate, which breaks down there.

With a single mode per site, these formulas reduce to the ones in your question. With no modes at all, every sum is zero and the statements hold trivially.

## What the Lean definitions and theorems say

The type `ι` labels the phonon modes, and `Fintype ι` makes their number finite. The functions `S w : ι → ℝ` give each mode its Huang–Rhys factor and frequency, and `T` is a real number. With $\hbar=k_B=1$, frequencies, temperatures and energies share one unit; in ordinary units $w/T$ reads $\hbar\omega/(k_BT)$.

`hoppingExponent S w T` is $\Phi(T)$, with the hyperbolic cotangent written as cosh over sinh. `polaronShift S w` is $\sum_q S_qw_q$, and `activationEnergy S w` is defined as half of it. What justifies the name is the limit in the main theorem.

That theorem, `activated_hopping`, assumes $S_q\ge0$ (`hS`) and $w_q>0$ (`hw`) for every mode. It states that at every $T>0$ the exponent equals the tanh sum and is at most $E_a/T$, and that $T\,\Phi(T)$ tends to $E_a$ along `atTop`, that is, as $T\to\infty$. `arrhenius_le_hopping` is the comparison of the two exponentials, under the same assumptions and at any $T>0$. `hoppingExponent_low_temperature` is the limit along `𝓝[>] 0`, where $T$ approaches zero through positive values; it assumes $w_q>0$ but needs no sign condition on $S$.

The formula for the exponent is the starting point here. It is not derived from an electron–phonon Hamiltonian, and it stands for nonadiabatic hopping, with the rate taken to second order in the transfer integral, between two equivalent sites, each coupled linearly to its own identical set of harmonic modes. A transfer integral too large for this treatment lowers the barrier below half the polaron shift. The sum runs over the modes of one site, and the factor 2 counts both sites. For modes shared by the two sites, the exponent depends on the difference of their couplings, and the limit need not be half the polaron shift. The prefactor of the rate, with its transfer integral and its own temperature dependence, is absent. The limit concerns the product $T\,\Phi(T)$, not the slope of a measured Arrhenius plot.

If the $S_q$ and $w_q$ come from an electronic-structure calculation, the comparison gives the direction of the error made by replacing $e^{-\Phi(T)}$ with $e^{-E_a/T}$ in a hopping simulation: at temperatures where the formula for $\Phi$ applies, the replacement never raises the thermal factor.

```lean
import Mathlib

open Filter Topology

namespace SmallPolaronHopping

noncomputable section

variable {ι : Type*} [Fintype ι]

/-- The exponent `Φ` in the thermal factor `exp (-Φ)` of the activated hopping rate, for phonon
modes `q` with Huang-Rhys factors `S q` and frequencies `w q` at temperature `T` (units with `ħ =
k_B = 1`): the sum of `2 S (coth (w / 2T) - 1 / sinh (w / 2T))`. -/
def hoppingExponent (S w : ι → ℝ) (T : ℝ) : ℝ :=
  ∑ q, 2 * S q * (Real.cosh (w q / (2 * T)) / Real.sinh (w q / (2 * T))
    - 1 / Real.sinh (w q / (2 * T)))

/-- The polaron shift, the sum of `S w` over the phonon modes. -/
def polaronShift (S w : ι → ℝ) : ℝ := ∑ q, S q * w q

/-- The activation energy of hopping, half the polaron shift. -/
def activationEnergy (S w : ι → ℝ) : ℝ := polaronShift S w / 2

/-- The half-angle identity for the hyperbolic tangent, in a form free of division. -/
theorem sinh_two_mul_mul_tanh (y : ℝ) :
    Real.sinh (2 * y) * Real.tanh y = Real.cosh (2 * y) - 1 := by
  have h : Real.tanh y * Real.cosh y = Real.sinh y := by
    rw [Real.tanh_eq_sinh_div_cosh, div_mul_cancel₀ _ (Real.cosh_pos y).ne']
  rw [Real.sinh_two_mul, Real.cosh_two_mul]
  linear_combination 2 * Real.sinh y * h - Real.cosh_sq y

/-- For positive argument the hyperbolic tangent lies strictly between `y / cosh y` and `y`. -/
theorem tanh_bounds {y : ℝ} (hy : 0 < y) :
    y / Real.cosh y < Real.tanh y ∧ Real.tanh y < y := by
  have hc := Real.cosh_pos y
  rw [Real.tanh_eq_sinh_div_cosh]
  constructor
  · exact div_lt_div_of_pos_right (Real.self_lt_sinh_iff.2 hy) hc
  · -- the function `x cosh x - sinh x` vanishes at zero and has derivative `x sinh x`
    have hd : ∀ x : ℝ, HasDerivAt (fun x : ℝ => x * Real.cosh x - Real.sinh x)
        (x * Real.sinh x) x := by
      intro x
      have h := ((hasDerivAt_id' x).fun_mul (Real.hasDerivAt_cosh x)).fun_sub
        (Real.hasDerivAt_sinh x)
      exact h.congr_deriv (by ring)
    have hm : StrictMonoOn (fun x : ℝ => x * Real.cosh x - Real.sinh x) (Set.Ici 0) := by
      apply strictMonoOn_of_deriv_pos (convex_Ici 0)
      · exact fun x _ => (hd x).continuousAt.continuousWithinAt
      · intro x hx
        rw [interior_Ici] at hx
        rw [(hd x).deriv]
        exact mul_pos (Set.mem_Ioi.1 hx) (Real.sinh_pos_iff.2 (Set.mem_Ioi.1 hx))
    have h : 0 * Real.cosh 0 - Real.sinh 0 < y * Real.cosh y - Real.sinh y :=
      hm (Set.mem_Ici.2 le_rfl) (Set.mem_Ici.2 hy.le) hy
    rw [Real.sinh_zero, zero_mul] at h
    rw [div_lt_iff₀ hc]
    linarith

/-- At positive frequencies and temperature the denominators in the hopping exponent are
positive, and the exponent is the sum of `2 S tanh (w / 4T)`. -/
theorem hoppingExponent_eq_tanh (S : ι → ℝ) {w : ι → ℝ} {T : ℝ}
    (hw : ∀ q, 0 < w q) (hT : 0 < T) :
    (∀ q, 0 < Real.sinh (w q / (2 * T))) ∧
      hoppingExponent S w T = ∑ q, 2 * S q * Real.tanh (w q / (4 * T)) := by
  have hs : ∀ q, 0 < Real.sinh (w q / (2 * T)) := fun q =>
    Real.sinh_pos_iff.2 (div_pos (hw q) (by positivity))
  refine ⟨hs, Finset.sum_congr rfl fun q _ => ?_⟩
  have hx : w q / (2 * T) = 2 * (w q / (4 * T)) := by ring
  have hne := (hs q).ne'
  rw [hx] at hne ⊢
  rw [← sub_div, ← sinh_two_mul_mul_tanh, mul_div_cancel_left₀ _ hne]

/-- For `a > 0` the product `T tanh (a / T)` tends to `a` as the temperature grows. -/
theorem tendsto_mul_tanh {a : ℝ} (ha : 0 < a) :
    Tendsto (fun T : ℝ => T * Real.tanh (a / T)) atTop (𝓝 a) := by
  have h : Tendsto (fun T : ℝ => a / T) atTop (𝓝 0) :=
    tendsto_const_nhds.div_atTop tendsto_id
  have h2 : Tendsto (fun T : ℝ => a / Real.cosh (a / T)) atTop (𝓝 (a / Real.cosh 0)) :=
    tendsto_const_nhds.div ((Real.continuous_cosh.tendsto 0).comp h) (Real.cosh_pos 0).ne'
  rw [Real.cosh_zero, div_one] at h2
  -- squeeze between `a / cosh (a / T)` and `a`
  refine tendsto_of_tendsto_of_tendsto_of_le_of_le' h2 tendsto_const_nhds ?_ ?_
  · filter_upwards [eventually_gt_atTop 0] with T hT
    have hb := mul_le_mul_of_nonneg_left (tanh_bounds (div_pos ha hT)).1.le hT.le
    rwa [← mul_div_assoc, mul_div_cancel₀ a hT.ne'] at hb
  · filter_upwards [eventually_gt_atTop 0] with T hT
    have hb := mul_le_mul_of_nonneg_left (tanh_bounds (div_pos ha hT)).2.le hT.le
    rwa [mul_div_cancel₀ a hT.ne'] at hb

/-- Activated small-polaron hopping: at every positive temperature the hopping exponent is the
sum of `2 S tanh (w / 4T)` and is at most the activation energy over `T`; its product with `T`
tends to the activation energy, half the polaron shift, as `T` grows. -/
theorem activated_hopping {S w : ι → ℝ} (hS : ∀ q, 0 ≤ S q) (hw : ∀ q, 0 < w q) :
    (∀ T : ℝ, 0 < T →
      hoppingExponent S w T = ∑ q, 2 * S q * Real.tanh (w q / (4 * T)) ∧
      hoppingExponent S w T ≤ activationEnergy S w / T) ∧
    Tendsto (fun T => T * hoppingExponent S w T) atTop (𝓝 (activationEnergy S w)) := by
  constructor
  · intro T hT
    have he := (hoppingExponent_eq_tanh S hw hT).2
    refine ⟨he, ?_⟩
    rw [he, activationEnergy, polaronShift, Finset.sum_div, Finset.sum_div]
    refine Finset.sum_le_sum fun q _ => ?_
    have hb := (tanh_bounds (div_pos (hw q) (by positivity : 0 < 4 * T))).2.le
    calc 2 * S q * Real.tanh (w q / (4 * T))
        ≤ 2 * S q * (w q / (4 * T)) :=
          mul_le_mul_of_nonneg_left hb (mul_nonneg (by norm_num) (hS q))
      _ = S q * w q / 2 / T := by ring
  · -- each mode contributes `2 S (w / 4)` in the limit
    have hl : Tendsto (fun T : ℝ => ∑ q, 2 * S q * (T * Real.tanh (w q / 4 / T))) atTop
        (𝓝 (∑ q, 2 * S q * (w q / 4))) :=
      tendsto_finsetSum _ fun q _ =>
        (tendsto_mul_tanh (div_pos (hw q) (by norm_num))).const_mul (2 * S q)
    have hE : ∑ q, 2 * S q * (w q / 4) = activationEnergy S w := by
      rw [activationEnergy, polaronShift, Finset.sum_div]
      exact Finset.sum_congr rfl fun q _ => by ring
    rw [hE] at hl
    refine hl.congr' ?_
    filter_upwards [eventually_gt_atTop 0] with T hT
    rw [(hoppingExponent_eq_tanh S hw hT).2, Finset.mul_sum]
    refine Finset.sum_congr rfl fun q _ => ?_
    rw [div_div]
    ring

/-- The thermal hopping factor is never smaller than the Arrhenius factor with the same
activation energy. -/
theorem arrhenius_le_hopping {S w : ι → ℝ} (hS : ∀ q, 0 ≤ S q) (hw : ∀ q, 0 < w q)
    {T : ℝ} (hT : 0 < T) :
    Real.exp (-(activationEnergy S w / T)) ≤ Real.exp (-hoppingExponent S w T) :=
  Real.exp_le_exp.2 (neg_le_neg ((activated_hopping hS hw).1 T hT).2)

/-- As the temperature falls to zero the hopping exponent tends to twice the sum of the
Huang-Rhys factors. -/
theorem hoppingExponent_low_temperature (S : ι → ℝ) {w : ι → ℝ} (hw : ∀ q, 0 < w q) :
    Tendsto (hoppingExponent S w) (𝓝[>] 0) (𝓝 (∑ q, 2 * S q)) := by
  -- `tanh` tends to one, by `1 - exp (-y) ≤ tanh y ≤ 1`
  have ht : Tendsto Real.tanh atTop (𝓝 1) := by
    have h1 : Tendsto (fun y : ℝ => 1 - Real.exp (-y)) atTop (𝓝 (1 - 0)) :=
      tendsto_const_nhds.sub Real.tendsto_exp_neg_atTop_nhds_zero
    rw [sub_zero] at h1
    refine tendsto_of_tendsto_of_tendsto_of_le_of_le h1 tendsto_const_nhds ?_ ?_
    · intro y
      change 1 - Real.exp (-y) ≤ Real.tanh y
      rw [Real.tanh_eq_sinh_div_cosh, le_div_iff₀ (Real.cosh_pos y)]
      nlinarith [Real.cosh_sub_sinh y,
        mul_nonneg (Real.exp_pos (-y)).le (sub_nonneg.2 (Real.one_le_cosh y))]
    · intro y
      change Real.tanh y ≤ 1
      rw [Real.tanh_eq_sinh_div_cosh, div_le_one (Real.cosh_pos y)]
      exact (Real.sinh_lt_cosh y).le
  have hl : Tendsto (fun T : ℝ => ∑ q, 2 * S q * Real.tanh (w q / 4 * T⁻¹)) (𝓝[>] 0)
      (𝓝 (∑ q, 2 * S q * 1)) :=
    tendsto_finsetSum _ fun q _ => (ht.comp (tendsto_inv_nhdsGT_zero.const_mul_atTop
      (div_pos (hw q) (by norm_num : (0 : ℝ) < 4)))).const_mul (2 * S q)
  simp only [mul_one] at hl
  refine hl.congr' ?_
  filter_upwards [self_mem_nhdsWithin] with T hT
  rw [(hoppingExponent_eq_tanh S hw (Set.mem_Ioi.1 hT)).2]
  refine Finset.sum_congr rfl fun q _ => ?_
  rw [← div_eq_mul_inv, div_div]

end

end SmallPolaronHopping
```

```lean
#print axioms SmallPolaronHopping.arrhenius_le_hopping
#print axioms SmallPolaronHopping.hoppingExponent_low_temperature
```

```
'SmallPolaronHopping.arrhenius_le_hopping' depends on axioms: [propext, Classical.choice, Quot.sound]
'SmallPolaronHopping.hoppingExponent_low_temperature' depends on axioms: [propext, Classical.choice, Quot.sound]
```

## How the proof follows the calculation

`sinh_two_mul_mul_tanh` is the half-angle identity with the denominator multiplied out, $\sinh(2y)\tanh y=\cosh(2y)-1$. The double-angle formulas are rewritten first, and `linear_combination` then closes the goal from $\tanh y\cosh y=\sinh y$ and $\cosh^2y=\sinh^2y+1$.

`tanh_bounds` proves the two inequalities. The lower one is Mathlib's $y<\sinh y$ divided by $\cosh y$. For the upper one, `hd` computes the derivative of $x\cosh x-\sinh x$, and `strictMonoOn_of_deriv_pos` turns its positivity for $x>0$ into strict growth on $[0,\infty)$. Comparing the values at $0$ and $y$ gives $\sinh y<y\cosh y$.

`hoppingExponent_eq_tanh` works mode by mode. It first shows that every $\sinh(w_q/2T)$ is positive, which is part of its statement, so the divisions in the exponent are genuine. It then writes $w_q/(2T)$ as $2\cdot w_q/(4T)$, combines the two fractions, replaces the numerator by means of the half-angle identity and cancels the sinh.

`tendsto_mul_tanh` is the squeeze. The lower function $a/\cosh(a/T)$ tends to $a/\cosh 0=a$ by continuity, and the upper function is the constant $a$. The inequalities are needed only for $T>0$, which `eventually_gt_atTop 0` supplies for all large $T$.

`activated_hopping` assembles these results. For the bound, `Finset.sum_le_sum` reduces the claim to one mode, and the `calc` block is the displayed inequality from the derivation; `hS` enters here, when $\tanh y\le y$ is multiplied by $2S_q$. For the limit, `tendsto_finsetSum` adds the limits of the finitely many modes, `hE` identifies the total with the activation energy, and `congr'` transfers the result to $T\,\Phi(T)$, which agrees with the tanh sum for positive $T$.

`arrhenius_le_hopping` negates the bound and applies the monotonicity of the exponential. `hoppingExponent_low_temperature` first proves $\tanh y\to1$ as $y\to\infty$ by the second squeeze, where `nlinarith` receives $\cosh y-\sinh y=e^{-y}$ and the product $e^{-y}(\cosh y-1)\ge0$. It then uses that $T^{-1}\to\infty$ as $T\to0^+$, so the argument $(w_q/4)\,T^{-1}$ of each tanh diverges and each mode contributes $2S_q$.
